# Epstein–Nesbet energies of a nondegenerate reference are unchanged by an invertible determinant-diagonal correlator

The Epstein–Nesbet series is represented here by the Rayleigh–Schrödinger equations that it must satisfy at each order, with the diagonal of the Hamiltonian matrix as zeroth-order part. If the diagonal element of the reference differs from all others, these equations fix the series, and a similarity transformation of the Hamiltonian by an invertible correlator diagonal in the determinants changes none of its energies.

In Lean 4 with Mathlib:

```lean
import Mathlib

open Matrix

namespace DiagonalCorrelator

noncomputable section

variable {n : Type*} [Fintype n] [DecidableEq n]

/-- The diagonal part of a Hamiltonian matrix: the Epstein-Nesbet zeroth-order Hamiltonian. -/
def diagPart (H : Matrix n n ℂ) : Matrix n n ℂ := diagonal H.diag

/-- The off-diagonal part of a Hamiltonian matrix: the Epstein-Nesbet perturbation. -/
def coupling (H : Matrix n n ℂ) : Matrix n n ℂ := H - diagPart H

/-- The similarity-transformed Hamiltonian `G⁻¹ H G` for a correlator `G` that is diagonal in the
determinants, with diagonal entries `g i`, all nonzero. -/
def dress (g : n → ℂ) (H : Matrix n n ℂ) : Matrix n n ℂ :=
  diagonal (fun i => (g i)⁻¹) * H * diagonal g

/-- The Epstein-Nesbet equations for reference determinant `r`, order by order, for energies `E k`
and wavefunction corrections `ψ k` in intermediate normalisation. -/
structure IsENSeries (H : Matrix n n ℂ) (r : n) (E : ℕ → ℂ) (ψ : ℕ → n → ℂ) : Prop where
  reference : ψ 0 = Pi.single r 1
  normalised : ∀ k, ψ (k + 1) r = 0
  energy_zero : E 0 = H r r
  order : ∀ k i, H i i * ψ (k + 1) i + (coupling H *ᵥ ψ k) i =
    ∑ l ∈ Finset.range (k + 2), E l * ψ (k + 1 - l) i

/-- The wavefunction corrections computed recursively with energy denominators `H r r - H i i`,
for a reference `r` whose diagonal element differs from all others. -/
def enWave (H : Matrix n n ℂ) (r : n) : ℕ → n → ℂ
  | 0 => Pi.single r 1
  | k + 1 => fun i => if i = r then 0 else
      ((coupling H *ᵥ enWave H r k) i -
        ∑ l : Fin k, (coupling H *ᵥ enWave H r l) r * enWave H r (k - l) i) / (H r r - H i i)
termination_by k => k
decreasing_by all_goals omega

/-- The energies that belong to the recursive wavefunction corrections, for a reference `r` whose
diagonal element differs from all others. -/
def enEnergy (H : Matrix n n ℂ) (r : n) : ℕ → ℂ
  | 0 => H r r
  | k + 1 => (coupling H *ᵥ enWave H r k) r

/-- The correlator multiplies the matrix element between determinants `i` and `j` by
`g j / g i`. -/
theorem dress_apply (g : n → ℂ) (H : Matrix n n ℂ) (i j : n) :
    dress g H i j = (g i)⁻¹ * H i j * g j := by
  simp [dress, Matrix.mul_diagonal, Matrix.diagonal_mul]

/-- An invertible diagonal correlator leaves every diagonal matrix element unchanged. -/
theorem dress_self {g : n → ℂ} (hg : ∀ i, g i ≠ 0) (H : Matrix n n ℂ) (i : n) :
    dress g H i i = H i i := by
  rw [dress_apply, mul_right_comm, inv_mul_cancel₀ (hg i), one_mul]

/-- For an invertible diagonal correlator, the bare and the transformed Hamiltonian have the same
characteristic polynomial at every coupling strength `lam` of the Epstein-Nesbet partition. -/
theorem charpoly_dress {g : n → ℂ} (hg : ∀ i, g i ≠ 0) (H : Matrix n n ℂ) (lam : ℂ) :
    (diagPart H + lam • (dress g H - diagPart H)).charpoly =
      (diagPart H + lam • (H - diagPart H)).charpoly := by
  -- the diagonal part commutes with the correlator
  have hD : ∀ i j, (g i)⁻¹ * diagPart H i j * g j = diagPart H i j := by
    intro i j
    by_cases hij : i = j
    · rw [hij, mul_right_comm, inv_mul_cancel₀ (hg j), one_mul]
    · simp [diagPart, hij]
  -- hence the whole family is conjugated by the correlator
  have hsim : diagPart H + lam • (dress g H - diagPart H) =
      dress g (diagPart H + lam • (H - diagPart H)) := by
    ext i j
    simp only [Matrix.add_apply, Matrix.smul_apply, Matrix.sub_apply, dress_apply, smul_eq_mul]
    linear_combination (lam - 1) * hD i j
  have hG : diagonal g * diagonal (fun i => (g i)⁻¹) = 1 := by
    rw [Matrix.diagonal_mul_diagonal]
    ext i j
    simp [Matrix.diagonal_apply, Matrix.one_apply, hg]
  rw [hsim, dress, Matrix.charpoly_mul_comm, ← mul_assoc, hG, one_mul]

omit [Fintype n] [DecidableEq n] in
/-- The right-hand side of the perturbation equation of order `k + 1`, with its first and last
terms written separately. -/
theorem order_split (E : ℕ → ℂ) (ψ : ℕ → n → ℂ) (k : ℕ) (i : n) :
    ∑ l ∈ Finset.range (k + 2), E l * ψ (k + 1 - l) i =
      E 0 * ψ (k + 1) i + ∑ l ∈ Finset.range k, E (l + 1) * ψ (k - l) i
        + E (k + 1) * ψ 0 i := by
  rw [Finset.sum_range_succ' _ (k + 1), Finset.sum_range_succ]
  simp only [Nat.add_sub_add_right, Nat.sub_self, Nat.sub_zero]
  ring

/-- Each energy correction is the reference component of the perturbation acting on the preceding
wavefunction correction. -/
theorem IsENSeries.energy_succ {H : Matrix n n ℂ} {r : n} {E : ℕ → ℂ} {ψ : ℕ → n → ℂ}
    (h : IsENSeries H r E ψ) (k : ℕ) : E (k + 1) = (coupling H *ᵥ ψ k) r := by
  have hz : ∑ l ∈ Finset.range k, E (l + 1) * ψ (k - l) r = 0 := by
    refine Finset.sum_eq_zero fun l hl => ?_
    have hl' := Finset.mem_range.mp hl
    obtain ⟨m, hm⟩ : ∃ m, k - l = m + 1 := ⟨k - l - 1, by omega⟩
    rw [hm, h.normalised, mul_zero]
  have e := h.order k r
  have h0 : ψ 0 r = 1 := by simp [h.reference]
  rw [order_split, hz, h.normalised k, h0] at e
  linear_combination -e

/-- If no other diagonal element equals that of the reference, the Epstein-Nesbet equations
determine all energies and wavefunction corrections. -/
theorem IsENSeries.unique {H : Matrix n n ℂ} {r : n} {E E' : ℕ → ℂ} {ψ ψ' : ℕ → n → ℂ}
    (hnd : ∀ i, i ≠ r → H i i ≠ H r r) (h : IsENSeries H r E ψ) (h' : IsENSeries H r E' ψ') :
    E' = E ∧ ψ' = ψ := by
  have key : ∀ k, ψ' k = ψ k := by
    intro k
    induction k using Nat.strong_induction_on with
    | _ k ih =>
      rcases k with _ | k
      · rw [h'.reference, h.reference]
      · funext i
        by_cases hi : i = r
        · rw [hi, h'.normalised, h.normalised]
        · have hs : ∑ l ∈ Finset.range k, E' (l + 1) * ψ' (k - l) i =
              ∑ l ∈ Finset.range k, E (l + 1) * ψ (k - l) i := by
            refine Finset.sum_congr rfl fun l hl => ?_
            have hl' := Finset.mem_range.mp hl
            rw [h'.energy_succ, h.energy_succ, ih l (by omega), ih (k - l) (by omega)]
          have hE : E' (k + 1) = E (k + 1) := by
            rw [h'.energy_succ, h.energy_succ, ih k (by omega)]
          have hE0 : E' 0 = E 0 := by rw [h'.energy_zero, h.energy_zero]
          have e := h.order k i
          have e' := h'.order k i
          rw [order_split] at e e'
          rw [hs, hE, hE0, ih 0 (by omega), ih k (by omega)] at e'
          -- divide by the nonzero energy denominator
          apply mul_left_cancel₀ (sub_ne_zero.mpr (hnd i hi))
          linear_combination e' - e + (ψ' (k + 1) i - ψ (k + 1) i) * h.energy_zero
  refine ⟨?_, funext key⟩
  funext k
  rcases k with _ | k
  · rw [h'.energy_zero, h.energy_zero]
  · rw [h'.energy_succ, h.energy_succ, key]

/-- If no other diagonal element equals that of the reference, the recursive energies and
wavefunction corrections solve the Epstein-Nesbet equations. -/
theorem isENSeries_enWave {H : Matrix n n ℂ} {r : n} (hnd : ∀ i, i ≠ r → H i i ≠ H r r) :
    IsENSeries H r (enEnergy H r) (enWave H r) := by
  have h0 : enWave H r 0 = Pi.single r 1 := by rw [enWave]
  have hn : ∀ k, enWave H r (k + 1) r = 0 := by
    intro k
    rw [enWave]
    simp
  refine ⟨h0, hn, rfl, fun k i => ?_⟩
  have hE0 : enEnergy H r 0 = H r r := rfl
  have hE : enEnergy H r (k + 1) = (coupling H *ᵥ enWave H r k) r := rfl
  rw [order_split, h0, hE0]
  by_cases hi : i = r
  · have hz : ∑ l ∈ Finset.range k, enEnergy H r (l + 1) * enWave H r (k - l) r = 0 := by
      refine Finset.sum_eq_zero fun l hl => ?_
      have hl' := Finset.mem_range.mp hl
      obtain ⟨m, hm⟩ : ∃ m, k - l = m + 1 := ⟨k - l - 1, by omega⟩
      rw [hm, hn, mul_zero]
    rw [hi, hz, hn, hE, Pi.single_eq_same]
    ring
  · have hw : enWave H r (k + 1) i * (H r r - H i i) = (coupling H *ᵥ enWave H r k) i -
        ∑ l ∈ Finset.range k, enEnergy H r (l + 1) * enWave H r (k - l) i := by
      rw [enWave]
      simp only [if_neg hi]
      rw [div_mul_cancel₀ _ (sub_ne_zero.mpr (hnd i hi).symm), Finset.sum_range]
      rfl
    rw [Pi.single_eq_of_ne hi]
    linear_combination -hw

/-- For an invertible diagonal correlator, rescaling the wavefunction coefficients by `g r / g i`
turns a series of `H` into a series of the transformed Hamiltonian with the same energies. -/
theorem IsENSeries.dress {H : Matrix n n ℂ} {r : n} {E : ℕ → ℂ} {ψ : ℕ → n → ℂ} {g : n → ℂ}
    (hg : ∀ i, g i ≠ 0) (h : IsENSeries H r E ψ) :
    IsENSeries (dress g H) r E (fun k i => (g i)⁻¹ * ψ k i * g r) := by
  have hV : ∀ i j, coupling (DiagonalCorrelator.dress g H) i j =
      (g i)⁻¹ * coupling H i j * g j := by
    intro i j
    by_cases hij : i = j
    · subst hij
      simp [coupling, diagPart]
    · simp [coupling, diagPart, dress_apply, hij]
  refine ⟨?_, fun k => by simp [h.normalised k], ?_, fun k i => ?_⟩
  · funext i
    by_cases hi : i = r
    · subst hi
      simp [h.reference, hg i]
    · simp [h.reference, hi]
  · rw [dress_self hg, h.energy_zero]
  · -- the perturbation acts covariantly on the rescaled coefficients
    have hc : (coupling (DiagonalCorrelator.dress g H) *ᵥ
        (fun j => (g j)⁻¹ * ψ k j * g r)) i = (g i)⁻¹ * (coupling H *ᵥ ψ k) i * g r := by
      simp only [Matrix.mulVec, dotProduct, Finset.mul_sum, Finset.sum_mul]
      refine Finset.sum_congr rfl fun j _ => ?_
      rw [hV i j]
      linear_combination ((g i)⁻¹ * coupling H i j * ψ k j * g r) * mul_inv_cancel₀ (hg j)
    have hs : ∑ l ∈ Finset.range (k + 2), E l * ((g i)⁻¹ * ψ (k + 1 - l) i * g r) =
        (g i)⁻¹ * (∑ l ∈ Finset.range (k + 2), E l * ψ (k + 1 - l) i) * g r := by
      rw [Finset.mul_sum, Finset.sum_mul]
      exact Finset.sum_congr rfl fun l _ => by ring
    change DiagonalCorrelator.dress g H i i * ((g i)⁻¹ * ψ (k + 1) i * g r) +
      (coupling (DiagonalCorrelator.dress g H) *ᵥ (fun j => (g j)⁻¹ * ψ k j * g r)) i =
      ∑ l ∈ Finset.range (k + 2), E l * ((g i)⁻¹ * ψ (k + 1 - l) i * g r)
    rw [dress_self hg, hc, hs, ← h.order k i]
    ring

/-- If no other diagonal element equals that of the reference, an invertible diagonal correlator
changes no order of the Epstein-Nesbet energy; it only rescales the wavefunction coefficients. -/
theorem energy_series_invariant {H : Matrix n n ℂ} {r : n} {g : n → ℂ} {E E' : ℕ → ℂ}
    {ψ ψ' : ℕ → n → ℂ} (hg : ∀ i, g i ≠ 0) (hnd : ∀ i, i ≠ r → H i i ≠ H r r)
    (h : IsENSeries H r E ψ) (h' : IsENSeries (dress g H) r E' ψ') :
    (∀ k, E' k = E k) ∧ ∀ k i, ψ' k i = (g i)⁻¹ * ψ k i * g r := by
  have hnd' : ∀ i, i ≠ r → dress g H i i ≠ dress g H r r := by
    intro i hi
    rw [dress_self hg, dress_self hg]
    exact hnd i hi
  obtain ⟨hE, hψ⟩ := IsENSeries.unique hnd' (IsENSeries.dress hg h) h'
  exact ⟨fun k => congrFun hE k, fun k i => congrFun (congrFun hψ k) i⟩

end

end DiagonalCorrelator
```

```lean
#print axioms DiagonalCorrelator.charpoly_dress
-- 'DiagonalCorrelator.charpoly_dress' depends on axioms: [propext, Classical.choice, Quot.sound]
#print axioms DiagonalCorrelator.isENSeries_enWave
-- 'DiagonalCorrelator.isENSeries_enWave' depends on axioms: [propext, Classical.choice, Quot.sound]
#print axioms DiagonalCorrelator.energy_series_invariant
-- 'DiagonalCorrelator.energy_series_invariant' depends on axioms: [propext, Classical.choice, Quot.sound]
```

## The equations and the correlator

The finite type `n` labels the determinants, and $H$ is any complex matrix over them. Hermiticity is not assumed, since the transformed matrix generally lacks it. Let $D$ be the diagonal part of $H$ (`diagPart H`) and $V=H-D$ (`coupling H`). The correlator $G=\mathrm{diag}(g)$ has nonzero entries, and `dress g H` is $M=G^{-1}HG$.

For a reference determinant $r$, `IsENSeries H r E ψ` says that $\psi^{(0)}$ is the unit vector at $r$, that $\psi^{(k+1)}_r=0$ (intermediate normalisation), that $E_0=H_{rr}$, and that for all $k$ and $i$

$$H_{ii}\psi^{(k+1)}_i+(V\psi^{(k)})_i=\sum_{l=0}^{k+1}E_l\,\psi^{(k+1-l)}_i .$$

This is the coefficient of $\lambda^{k+1}$ in $(D+\lambda V)\psi=E\psi$. The series is formal: nothing is said about convergence.

Under the condition that $H_{ii}\ne H_{rr}$ for all $i\ne r$, `energy_series_invariant` takes a series of $H$ and a series of $M$ and concludes that their energies agree at every order, while each wavefunction coefficient is multiplied by $g_r/g_i$. `charpoly_dress` needs no condition on the diagonal elements: it equates the characteristic polynomials of $D+\lambda(M-D)$ and $D+\lambda(H-D)$ for every complex $\lambda$.

For transcorrelated calculations in a finite determinant basis, such a correlator therefore cannot improve an Epstein–Nesbet energy at any order if the diagonal element of the reference differs from all others. A Gutzwiller factor that does not project out double occupancy completely is an invertible diagonal correlator in determinants of lattice-site orbitals, but generally not in determinants of delocalised orbitals. Even in site determinants the condition on the reference must be checked: in the uniform Hubbard model, determinants with equal double occupancy have equal diagonal elements, so the series result generally does not apply there, while `charpoly_dress` still does.

## One similarity transformation for every $\lambda$

Elementwise, $M_{ij}=g_i^{-1}H_{ij}g_j$, so $M_{ii}=H_{ii}$ (`dress_apply`, `dress_self`). Both problems share $D$, and $G^{-1}DG=D$ because diagonal matrices commute. Hence

$$D+\lambda(M-D)=G^{-1}\bigl[D+\lambda(H-D)\bigr]G ,$$

and similar matrices have equal characteristic polynomials. In `charpoly_dress`, `hD` is the invariance of $D$, `hsim` is the displayed identity, and `Matrix.charpoly_mul_comm` moves $G$ round to cancel $G^{-1}$.

## Energy denominators fix the series

Separating the first and last terms on the right of the order equation (`order_split`) gives

$$E_0\psi^{(k+1)}_i+\sum_{l=0}^{k-1}E_{l+1}\psi^{(k-l)}_i+E_{k+1}\psi^{(0)}_i .$$

At $i=r$, normalisation removes every wavefunction correction, leaving $E_{k+1}=(V\psi^{(k)})_r$ (`IsENSeries.energy_succ`). For $i\ne r$ the last term vanishes, and

$$(H_{rr}-H_{ii})\,\psi^{(k+1)}_i=(V\psi^{(k)})_i-\sum_{l=0}^{k-1}E_{l+1}\psi^{(k-l)}_i .$$

The right side contains only lower wavefunction orders and energies they determine. `IsENSeries.unique` therefore uses strong induction on the order, with `mul_left_cancel₀` removing the nonzero denominator. Read as a recursion, the same formula defines `enWave` and `enEnergy`, and `isENSeries_enWave` verifies that they solve the equations, so a series exists.

If instead $H_{ii}=H_{rr}$ for some $i\ne r$ with $H_{ir}\ne0$, the first-order equation at $i$ reads $H_{ir}=0$ and has no solution.

## Rescaling carries one series to the other

Given a series of $H$, put $\phi^{(k)}_i=g_i^{-1}\psi^{(k)}_i g_r$. The factor $g_r$ preserves the reference coefficient 1. The off-diagonal part of $M$ is $V'=G^{-1}VG$, so

$$(V'\phi^{(k)})_i=\sum_j g_i^{-1}V_{ij}g_j\,g_j^{-1}\psi^{(k)}_j g_r=g_i^{-1}(V\psi^{(k)})_i\,g_r .$$

Every term of the order equation thus acquires the common factor $g_r/g_i$, and $\phi$ solves the equations for $M$ with the same energies. In `IsENSeries.dress`, `hV` and `hc` are these two facts about $V'$. Since $M$ has the same diagonal as $H$, uniqueness identifies $\phi$ with any series of $M$, which proves `energy_series_invariant`.

## Two determinants, and other diagonal partitions

With a single determinant, $V=0$ and every correction vanishes. In general $E_1=V_{rr}=0$. With two determinants, $r$ and $i$, and $H_{ii}\ne H_{rr}$, the second-order energy is

$$E_2=\frac{H_{ri}H_{ir}}{H_{rr}-H_{ii}} .$$

The correlator multiplies $H_{ri}$ by $g_i/g_r$ and $H_{ir}$ by $g_r/g_i$, so the product is unchanged.

The same argument works for any zeroth-order Hamiltonian diagonal in the determinants, such as the Møller–Plesset one in canonical orbitals, if it is kept fixed for both matrices and its reference eigenvalue is nondegenerate.
